# A criterion for the relaxed closed-shell pair to lie below the triplet in a linear Jahn–Teller model

For two electrons in an e shell at the symmetric geometry, the triplet lies below the closed-shell pair by an energy $J>0$. If the pair gains more than $J$ by distorting, while the triplet gains nothing, a comparison at the symmetric geometry alone puts the wrong one of the two states lowest. Part (i) compares each state at its own relaxed geometry, and part (j) compares them at a common one.

```lean
import Mathlib

open Matrix

namespace JahnTellerVersusHighSpin

noncomputable section
```

The distortion is $q=(x,y)$, in Lean `q.1` and `q.2`. The constant $F$ measures how strongly it splits the two orbitals, to first order.

```lean
/-- The linear vibronic coupling matrix of two e orbitals at the distortion `q = (x, y)`,
with coupling constant `F`. -/
def vibronic (F : ℝ) (q : ℝ × ℝ) : Matrix (Fin 2) (Fin 2) ℝ :=
  !![F * q.1, F * q.2; F * q.2, -(F * q.1)]
```

The amplitude is $r=\sqrt{x^2+y^2}$.

```lean
/-- The amplitude `r` of the distortion `q = (x, y)`. -/
def radius (q : ℝ × ℝ) : ℝ := √(q.1 ^ 2 + q.2 ^ 2)
```

A configuration has $a$ electrons in the orbital at $-Fr$ and $b$ in the one at $+Fr$; part (c) derives these energies. The force constant $K$ sets the elastic cost $Kr^2/2$. Lean allows any natural numbers $a,b$, while Pauli allows at most 2 each.

```lean
/-- The energy of `a` electrons in the orbital at `-F r` and `b` electrons in the orbital
at `F r`, together with the elastic energy `K r² / 2`. -/
def configEnergy (F K : ℝ) (a b : ℕ) (q : ℝ × ℝ) : ℝ :=
  K * radius q ^ 2 / 2 + a * (-(F * radius q)) + b * (F * radius q)
```

The pair is $(2,0)$.

```lean
/-- The energy of the closed-shell pair, with both electrons in the orbital at `-F r`. -/
def pairEnergy (F K : ℝ) : ℝ × ℝ → ℝ := configEnergy F K 2 0
```

The triplet is $(1,1)$, lowered by a constant $J$, the whole energy gap between the pair and the triplet at $r=0$. The Lean comment calls $J$ the exchange energy, but it is not the exchange integral alone: it also contains the extra Coulomb repulsion of two electrons that share one orbital. In many textbooks $K$ is the exchange integral and $J$ the Coulomb integral.

```lean
/-- The energy of the triplet, with one electron in each orbital and the exchange
energy `J` subtracted. -/
def tripletEnergy (F K J : ℝ) (q : ℝ × ℝ) : ℝ := configEnergy F K 1 1 q - J
```

## (a) Squared amplitude

Show that $r^2=x^2+y^2$.

The sum $x^2+y^2$ is non-negative, so squaring its root returns it.

```lean
/-- The squared amplitude is the sum of the squares of the two distortion components. -/
theorem radius_sq (q : ℝ × ℝ) : radius q ^ 2 = q.1 ^ 2 + q.2 ^ 2 :=
  Real.sq_sqrt (by positivity)
```

## (b) Distortion along one axis

Show that $q=(s,0)$ with $s\ge 0$ has $r=s$.

Here $r=\sqrt{s^2}=|s|=s$.

```lean
/-- A distortion by `s ≥ 0` along the first component has amplitude `s`. -/
theorem radius_axis (s : ℝ) (hs : 0 ≤ s) : radius (s, 0) = s := by
  simp [radius, Real.sqrt_sq hs]
```

## (c) Orbital energies

Show that the secular equation holds exactly for $\varepsilon=\pm Fr$.

The determinant is
$$(Fx-\varepsilon)(-Fx-\varepsilon)-F^2y^2=\varepsilon^2-F^2r^2=(\varepsilon-Fr)(\varepsilon+Fr),$$
which vanishes when either factor does. In Lean, `linear_combination` inserts part (a).

```lean
/-- The secular equation of the vibronic coupling matrix has exactly the roots
`F r` and `-F r`. -/
theorem orbital_energies (F ε : ℝ) (q : ℝ × ℝ) :
    (vibronic F q - ε • (1 : Matrix (Fin 2) (Fin 2) ℝ)).det = 0 ↔
      ε = F * radius q ∨ ε = -(F * radius q) := by
  have h : (vibronic F q - ε • (1 : Matrix (Fin 2) (Fin 2) ℝ)).det
      = (ε - F * radius q) * (ε + F * radius q) := by
    have hr := radius_sq q
    rw [Matrix.det_fin_two]
    simp [vibronic]
    linear_combination F ^ 2 * hr
  rw [h, mul_eq_zero, sub_eq_zero, add_eq_zero_iff_eq_neg]
```

## (d) Completing the square

Let $n=a-b$ and $K\neq0$. Show that
$$E=\frac K2\left(r-\frac{nF}{K}\right)^2-\frac{n^2F^2}{2K}.$$

The definition gives $E=Kr^2/2-nFr$. Expanding the square gives $Kr^2/2-nFr+n^2F^2/(2K)$, and the last term is subtracted again. Lean clears the denominators and compares polynomials; $n$ is a real difference, so it may be negative.

```lean
/-- For `K ≠ 0` the energy of a configuration is a perfect square in the amplitude
plus a constant. -/
theorem configEnergy_eq_square (F : ℝ) {K : ℝ} (hK : K ≠ 0) (a b : ℕ) (q : ℝ × ℝ) :
    configEnergy F K a b q =
      K / 2 * (radius q - ((a : ℝ) - b) * F / K) ^ 2
        - ((a : ℝ) - b) ^ 2 * F ^ 2 / (2 * K) := by
  unfold configEnergy
  field_simp
  ring
```

## (e) The minimum

For $F\ge0$, $K>0$ and $b\le a$, show that $\min_q E=-n^2F^2/(2K)$.

The square in (d) is non-negative, which gives the bound. It vanishes at $q=(nF/K,0)$, whose amplitude is $nF/K\ge0$ by (b). `IsLeast` on `Set.range` states both facts: the value is attained, and no distortion gives less.

```lean
/-- For `F ≥ 0`, `K > 0` and at least as many electrons in the orbital at `-F r` as in the
one at `F r`, the least energy over all distortions is `-(a - b)² F² / (2 K)`. -/
theorem configEnergy_isLeast {F K : ℝ} (hF : 0 ≤ F) (hK : 0 < K) {a b : ℕ} (hab : b ≤ a) :
    IsLeast (Set.range (configEnergy F K a b))
      (-(((a : ℝ) - b) ^ 2 * F ^ 2 / (2 * K))) := by
  have hc : (b : ℝ) ≤ a := by exact_mod_cast hab
  have h0 : 0 ≤ ((a : ℝ) - b) * F / K :=
    div_nonneg (mul_nonneg (sub_nonneg.mpr hc) hF) hK.le
  constructor
  · -- the minimum is attained where the square vanishes
    refine ⟨(((a : ℝ) - b) * F / K, 0), ?_⟩
    rw [configEnergy_eq_square F hK.ne', radius_axis _ h0]
    ring
  · rintro _ ⟨q, rfl⟩
    rw [configEnergy_eq_square F hK.ne']
    have hsq : 0 ≤ K / 2 * (radius q - ((a : ℝ) - b) * F / K) ^ 2 := by positivity
    linarith
```

## (f) Where the minimum lies

For $K>0$, show that $E=-n^2F^2/(2K)$ exactly when $r=nF/K$.

By (d), equality means that $K/2$ times the square is zero. Since $K/2\ne0$, the square vanishes. The solutions form a circle if $nF>0$ and the single point $q=0$ if $nF=0$; there are none if $nF<0$.

```lean
/-- For `K > 0` the energy `-(a - b)² F² / (2 K)` is reached exactly at the distortions of
amplitude `(a - b) F / K`, whatever their direction. -/
theorem trough {F K : ℝ} (hK : 0 < K) (a b : ℕ) (q : ℝ × ℝ) :
    configEnergy F K a b q = -(((a : ℝ) - b) ^ 2 * F ^ 2 / (2 * K)) ↔
      radius q = ((a : ℝ) - b) * F / K := by
  rw [configEnergy_eq_square F hK.ne']
  constructor
  · intro h
    have h2 : K / 2 * (radius q - ((a : ℝ) - b) * F / K) ^ 2 = 0 := by linarith
    rcases mul_eq_zero.mp h2 with h3 | h3
    · exfalso
      linarith
    · exact sub_eq_zero.mp ((pow_eq_zero_iff two_ne_zero).mp h3)
  · intro h
    rw [h]
    ring
```

## (g) One electron and a pair

For $F\ge0$ and $K>0$, show that the minima are $-F^2/(2K)$ for one electron and $-4\cdot F^2/(2K)$ for the pair.

Put $n=1$ and $n=2$ in (e). Both energies are zero at $q=0$, so these are the gains from distortion with the sign reversed.

```lean
/-- For `F ≥ 0` and `K > 0`, distortion lowers the energy of one electron by at most
`F² / (2 K)` and that of a closed-shell pair by at most four times as much; both bounds
are attained. -/
theorem jahnTeller_gains {F K : ℝ} (hF : 0 ≤ F) (hK : 0 < K) :
    IsLeast (Set.range (configEnergy F K 1 0)) (-(F ^ 2 / (2 * K))) ∧
      IsLeast (Set.range (pairEnergy F K)) (-(4 * (F ^ 2 / (2 * K)))) := by
  constructor
  · have h := configEnergy_isLeast hF hK (a := 1) (b := 0) (by omega)
    have e : -((((1 : ℕ) : ℝ) - ((0 : ℕ) : ℝ)) ^ 2 * F ^ 2 / (2 * K))
        = -(F ^ 2 / (2 * K)) := by
      push_cast
      ring
    rwa [e] at h
  · have h := configEnergy_isLeast hF hK (a := 2) (b := 0) (by omega)
    have e : -((((2 : ℕ) : ℝ) - ((0 : ℕ) : ℝ)) ^ 2 * F ^ 2 / (2 * K))
        = -(4 * (F ^ 2 / (2 * K))) := by
      push_cast
      ring
    rwa [e] at h
```

## (h) The triplet

For $K>0$, show that the triplet minimum is $-J$.

The orbital terms cancel, leaving $Kr^2/2-J\ge-J$, with equality at $q=0$.

```lean
/-- For `K > 0` the least energy of the triplet over all distortions is `-J`. -/
theorem triplet_isLeast (F J : ℝ) {K : ℝ} (hK : 0 < K) :
    IsLeast (Set.range (tripletEnergy F K J)) (-J) := by
  constructor
  · exact ⟨(0, 0), by simp [tripletEnergy, configEnergy, radius]⟩
  · rintro _ ⟨q, rfl⟩
    -- the two orbital energies cancel and only the elastic energy is left
    have h : 0 ≤ K * radius q ^ 2 / 2 := by positivity
    simp only [tripletEnergy, configEnergy, Nat.cast_one]
    linarith
```

## (i) Comparing the relaxed states

Let $E_p$ and $E_t$ be the minimized pair and triplet energies, with $F\ge0$ and $K>0$. Show that
$$E_p<E_t\iff J<\frac{2F^2}{K}.$$

By (g) and (h), $E_p=-2F^2/K$ and $E_t=-J$; changing signs reverses the inequality. Lean identifies the two values by the uniqueness of least elements. The sign of $J$ is free.

```lean
/-- For `F ≥ 0` and `K > 0`, the minimized energy of the closed-shell pair lies below the
minimized energy of the triplet exactly when `2 F² / K` exceeds `J`. -/
theorem pair_below_triplet_iff {F K J Ep Et : ℝ} (hF : 0 ≤ F) (hK : 0 < K)
    (hp : IsLeast (Set.range (pairEnergy F K)) Ep)
    (ht : IsLeast (Set.range (tripletEnergy F K J)) Et) :
    Ep < Et ↔ J < 2 * F ^ 2 / K := by
  have e : 4 * (F ^ 2 / (2 * K)) = 2 * F ^ 2 / K := by ring
  rw [hp.unique (jahnTeller_gains hF hK).2, ht.unique (triplet_isLeast F J hK), e,
    neg_lt_neg_iff]
```

Without a sign condition on $F$ the equivalence fails. Take $F=-1$, $K=J=1$: the pair energy $r^2/2+2r$ has minimum $0$, above $-1$, although $J<2$. The pair then occupies the upper orbital.

In this model, with $F\ge0$ and $0<J<2F^2/K$, the triplet is lower at $r=0$ but the pair is lower once each state is relaxed, so a comparison at the symmetric geometry alone gives the wrong order of the minima. Applying it to a molecule assumes that a single closed-shell configuration describes the singlet, which is doubtful near $r=0$, where configurations mix.

## (j) Comparing at one geometry

For $F>0$, show that at a common distortion the pair lies below the triplet exactly when $r>J/(2F)$.

The elastic terms cancel, so the condition is $-2Fr<-J$. Divide by $-2F<0$.

```lean
/-- For `F > 0`, at one and the same distortion the closed-shell pair lies below the triplet
exactly when the amplitude exceeds `J / (2 F)`. -/
theorem crossing {F : ℝ} (hF : 0 < F) (K J : ℝ) (q : ℝ × ℝ) :
    pairEnergy F K q < tripletEnergy F K J q ↔ J / (2 * F) < radius q := by
  rw [div_lt_iff₀ (by positivity)]
  simp only [pairEnergy, tripletEnergy, configEnergy, Nat.cast_ofNat, Nat.cast_zero,
    Nat.cast_one]
  constructor <;> intro h <;> linarith

end

end JahnTellerVersusHighSpin
```

```lean
#print axioms JahnTellerVersusHighSpin.orbital_energies
#print axioms JahnTellerVersusHighSpin.trough
#print axioms JahnTellerVersusHighSpin.pair_below_triplet_iff
#print axioms JahnTellerVersusHighSpin.crossing
```

```
'JahnTellerVersusHighSpin.orbital_energies' depends on axioms: [propext, Classical.choice, Quot.sound]
'JahnTellerVersusHighSpin.trough' depends on axioms: [propext, Classical.choice, Quot.sound]
'JahnTellerVersusHighSpin.pair_below_triplet_iff' depends on axioms: [propext, Classical.choice, Quot.sound]
'JahnTellerVersusHighSpin.crossing' depends on axioms: [propext, Classical.choice, Quot.sound]
```
